# Conservation of the Stark invariant in classical Coulomb motion with a constant field

Let a particle move by r″ = −k r/|r|³ + F, with F constant, and avoid the origin throughout a time interval. Then, with velocity v = r′,

F·(v × (r × v) − k r/|r|) + |r × F|²/2

has the same value at all times of that interval. This is the classical Stark problem: an electron attracted by a fixed nucleus in a uniform electric field. The mass is one, so F is the force on the particle and, for an electron, points against the electric field. Below, "the field" means F. The coupling k may be any real number, positive for attraction.

For F ≠ 0, division by |F| gives the Runge-Lenz component along F plus |F|d²/2, where d is the distance from the axis through the nucleus along F. For F = 0 the invariant is zero.

In Lean 4 with Mathlib:

```lean
import Mathlib

open Matrix

namespace ClassicalStark

noncomputable section
```

## The orbit and its constants

Vectors are triples of real numbers, `Fin 3 → ℝ`, with dot product `⬝ᵥ` and cross product `⨯₃`. Mathlib's norm on this type is the largest absolute component, so the Euclidean length is defined separately:

|x| = √(x·x).

```lean
/-- The Euclidean length of a vector in three-space. -/
def length (x : Fin 3 → ℝ) : ℝ := √(x ⬝ᵥ x)
```

The Runge-Lenz vector is

A = v × (r × v) − k r/|r|.

```lean
/-- The Runge-Lenz vector `v × (r × v) - k r/|r|` at position `r ≠ 0` and velocity `v`,
for unit mass and Coulomb coupling `k`. -/
def rungeLenz (k : ℝ) (r v : Fin 3 → ℝ) : Fin 3 → ℝ :=
  v ⨯₃ (r ⨯₃ v) - (k / length r) • r
```

The Stark invariant adds a term quadratic in the field to F·A.

```lean
/-- The Stark invariant `F·A + |r × F|²/2` at position `r ≠ 0` and velocity `v`,
where `A` is the Runge-Lenz vector and `F` the field. -/
def starkInvariant (k : ℝ) (F r v : Fin 3 → ℝ) : ℝ :=
  F ⬝ᵥ rungeLenz k r v + length (r ⨯₃ F) ^ 2 / 2
```

The energy contains the potential −F·r of the constant force:

E = |v|²/2 − k/|r| − F·r.

```lean
/-- The energy `|v|²/2 - k/|r| - F·r` at position `r ≠ 0` and velocity `v`. -/
def energy (k : ℝ) (F r v : Fin 3 → ℝ) : ℝ :=
  length v ^ 2 / 2 - k / length r - F ⬝ᵥ r
```

An orbit is a pair of functions r and v with r ≠ 0, r′ = v and v′ = −k r/|r|³ + F at each time in a set `I`. The derivatives are two-sided, also at an endpoint that belongs to `I`. For an atomic electron such a path is a classical approximation.

```lean
/-- During the times `I` the curve `r` avoids the origin, has velocity `v`, and obeys
Newton's equation `r'' = -k r/|r|³ + F` with constant field `F`. -/
structure IsStarkOrbit (k : ℝ) (F : Fin 3 → ℝ) (I : Set ℝ) (r v : ℝ → Fin 3 → ℝ) :
    Prop where
  away : ∀ t ∈ I, r t ≠ 0
  velocity : ∀ t ∈ I, HasDerivAt r (v t) t
  newton : ∀ t ∈ I, HasDerivAt v (-(k / length (r t) ^ 3) • r t + F) t
```

## Rates of change

Since x·x is a sum of squares, the square root can be undone: |x|² = x·x.

```lean
/-- The squared length of a vector is its dot product with itself. -/
theorem length_sq (x : Fin 3 → ℝ) : length x ^ 2 = x ⬝ᵥ x := by
  apply Real.sq_sqrt
  simp only [dotProduct, Fin.sum_univ_three]
  nlinarith [mul_self_nonneg (x 0), mul_self_nonneg (x 1), mul_self_nonneg (x 2)]
```

The dot product obeys, component by component,

(a·b)′ = a′·b + a·b′.

```lean
/-- Product rule for the dot product of two moving vectors. -/
theorem hasDerivAt_dot {a b : ℝ → Fin 3 → ℝ} {a' b' : Fin 3 → ℝ} {t : ℝ}
    (ha : HasDerivAt a a' t) (hb : HasDerivAt b b' t) :
    HasDerivAt (fun s => a s ⬝ᵥ b s) (a' ⬝ᵥ b t + a t ⬝ᵥ b') t := by
  have ha := hasDerivAt_pi.1 ha
  have hb := hasDerivAt_pi.1 hb
  simp only [dotProduct, Fin.sum_univ_three]
  refine ((((ha 0).fun_mul (hb 0)).fun_add ((ha 1).fun_mul (hb 1))).fun_add
    ((ha 2).fun_mul (hb 2))).congr_deriv ?_
  ring
```

The cross product obeys the same rule, with the order of factors kept:

(a × b)′ = a′ × b + a × b′.

```lean
/-- Product rule for the cross product of two moving vectors. -/
theorem hasDerivAt_cross {a b : ℝ → Fin 3 → ℝ} {a' b' : Fin 3 → ℝ} {t : ℝ}
    (ha : HasDerivAt a a' t) (hb : HasDerivAt b b' t) :
    HasDerivAt (fun s => a s ⨯₃ b s) (a' ⨯₃ b t + a t ⨯₃ b') t := by
  have ha := hasDerivAt_pi.1 ha
  have hb := hasDerivAt_pi.1 hb
  have key : ∀ i j : Fin 3, HasDerivAt (fun s => a s i * b s j - a s j * b s i)
      (a' i * b t j + a t i * b' j - (a' j * b t i + a t j * b' i)) t := fun i j =>
    ((ha i).fun_mul (hb j)).fun_sub ((ha j).fun_mul (hb i))
  simp only [cross_apply]
  refine hasDerivAt_pi.2 fun i => ?_
  fin_cases i
  · exact (key 1 2).congr_deriv (by simp; ring)
  · exact (key 2 0).congr_deriv (by simp; ring)
  · exact (key 0 1).congr_deriv (by simp; ring)
```

For r ≠ 0 the chain rule applied to (r·r)^(−1/2) gives

(1/|r|)′ = −(r·r′)/|r|³.

```lean
/-- Away from the origin the inverse distance `1/|r|` changes at the rate `-(r·r')/|r|³`. -/
theorem hasDerivAt_inv_length {r : ℝ → Fin 3 → ℝ} {r' : Fin 3 → ℝ} {t : ℝ}
    (hr : HasDerivAt r r' t) (h0 : r t ≠ 0) :
    HasDerivAt (fun s => (length (r s))⁻¹) (-(r t ⬝ᵥ r') / length (r t) ^ 3) t := by
  have hd : r t ⬝ᵥ r t ≠ 0 := fun h => h0 (dotProduct_self_eq_zero.1 h)
  have hl : √(r t ⬝ᵥ r t) ≠ 0 := fun h => hd (by
    rw [← length_sq, length, h]; norm_num)
  refine (((hasDerivAt_dot hr hr).sqrt hd).inv hl).congr_deriv ?_
  rw [dotProduct_comm r' (r t), length]
  ring
```

If f′ = 0 on an interval, the mean value inequality with bound zero gives |f(s) − f(t)| ≤ 0. The hypothesis `Convex ℝ I` says that `I` is an interval.

```lean
/-- A quantity whose rate of change vanishes throughout a time interval is constant there. -/
theorem constant_of_rate_zero {I : Set ℝ} (hI : Convex ℝ I) {f : ℝ → ℝ}
    (hf : ∀ t ∈ I, HasDerivAt f 0 t) {s t : ℝ} (hs : s ∈ I) (ht : t ∈ I) : f s = f t := by
  have h := hI.norm_image_sub_le_of_norm_hasDerivWithin_le (f' := fun _ => (0 : ℝ)) (C := 0)
    (fun x hx => (hf x hx).hasDerivWithinAt) (fun _ _ => by simp) ht hs
  simpa [sub_eq_zero] using h
```

## The Coulomb force drops out of A′

Write q = k/|r|³, so that v′ = −q r + F. Because v × v = 0 and r × r = 0,

(v × (r × v))′ = −q r × (r × v) + F × (r × v) + v × (r × F).

The first term is, by r × (r × v) = (r·v) r − (r·r) v,

−q r × (r × v) = q (r·r) v − q (r·v) r.

The other part of A has the rate

(k r/|r|)′ = k v/|r| − k (r·v) r/|r|³ = q (r·r) v − q (r·v) r.

The two cancel, which leaves

A′ = F × (r × v) + v × (r × F).

In the proof, `alg` is this cancellation, checked in components; `e1` and `e2` rewrite the coefficients in terms of q.

```lean
variable {k : ℝ} {F : Fin 3 → ℝ} {I : Set ℝ} {r v : ℝ → Fin 3 → ℝ}

/-- Along a Stark orbit the Runge-Lenz vector changes at the rate
`F × (r × v) + v × (r × F)`. -/
theorem rungeLenz_rate (h : IsStarkOrbit k F I r v) {t : ℝ} (ht : t ∈ I) :
    HasDerivAt (fun s => rungeLenz k (r s) (v s))
      (F ⨯₃ (r t ⨯₃ v t) + v t ⨯₃ (r t ⨯₃ F)) t := by
  have hr := h.velocity t ht
  have hv := h.newton t ht
  have hl : length (r t) ≠ 0 := fun h0 => h.away t ht (dotProduct_self_eq_zero.1 (by
    rw [← length_sq, h0]; norm_num))
  -- the Coulomb term `-q r × (r × v)` cancels against the rate of change of `k r/|r|`
  have alg : ∀ (x u : Fin 3 → ℝ) (q : ℝ),
      (-q • x + F) ⨯₃ (x ⨯₃ u) + u ⨯₃ (u ⨯₃ u + x ⨯₃ (-q • x + F))
        - ((q * (x ⬝ᵥ x)) • u + (-(q * (x ⬝ᵥ u))) • x)
        = F ⨯₃ (x ⨯₃ u) + u ⨯₃ (x ⨯₃ F) := by
    intro x u q
    ext i
    fin_cases i <;> simp [cross_apply, dotProduct, Fin.sum_univ_three] <;> ring
  have e1 : k * (length (r t))⁻¹ = k / length (r t) ^ 3 * (r t ⬝ᵥ r t) := by
    rw [← length_sq]; field_simp
  have e2 : k * (-(r t ⬝ᵥ v t) / length (r t) ^ 3)
      = -(k / length (r t) ^ 3 * (r t ⬝ᵥ v t)) := by ring
  have key := alg (r t) (v t) (k / length (r t) ^ 3)
  rw [← e1, ← e2] at key
  have h1 := hasDerivAt_cross hv (hasDerivAt_cross hr hv)
  have h2 := ((hasDerivAt_inv_length hr (h.away t ht)).const_mul k).smul hr
  simp only [rungeLenz, div_eq_mul_inv]
  exact (h1.sub h2).congr_deriv key
```

## The field terms cancel

Projection on F removes F × (r × v), and the triple product gives

F·A′ = F·(v × (r × F)) = −(r × F)·(v × F).

The quadratic term changes at the opposite rate:

(|r × F|²/2)′ = (r × F)·(v × F).

The sum is zero, which `ring` confirms after expansion in components.

```lean
/-- Along a Stark orbit on a time interval, `F·(v × (r × v) - k r/|r|) + |r × F|²/2` is
constant. -/
theorem starkInvariant_constant (h : IsStarkOrbit k F I r v) (hI : Convex ℝ I)
    {s t : ℝ} (hs : s ∈ I) (ht : t ∈ I) :
    starkInvariant k F (r s) (v s) = starkInvariant k F (r t) (v t) := by
  refine constant_of_rate_zero hI (f := fun s => starkInvariant k F (r s) (v s))
    (fun t ht => ?_) hs ht
  have h1 := hasDerivAt_dot (hasDerivAt_const t F) (rungeLenz_rate h ht)
  have h2 := hasDerivAt_cross (h.velocity t ht) (hasDerivAt_const t F)
  simp only [starkInvariant, length_sq]
  refine (h1.add ((hasDerivAt_dot h2 h2).div_const 2)).congr_deriv ?_
  -- `F·A' = -(r × F)·(v × F)` cancels the change of `|r × F|²/2`
  simp [cross_apply, dotProduct, Fin.sum_univ_three]
  ring
```

Conservation can fail if the field strength varies in time. Take k = 0, F = (0, 0, f(t)) and r = (1, 0, z(t)) with z″ = f. Then v is parallel to F, the first term vanishes, and the expression equals f(t)²/2.

## Energy and axial angular momentum

The energy is constant because

E′ = v·(−q r + F) + q (r·v) − F·v = 0.

```lean
/-- Along a Stark orbit on a time interval the energy `|v|²/2 - k/|r| - F·r` is constant. -/
theorem energy_constant (h : IsStarkOrbit k F I r v) (hI : Convex ℝ I)
    {s t : ℝ} (hs : s ∈ I) (ht : t ∈ I) :
    energy k F (r s) (v s) = energy k F (r t) (v t) := by
  refine constant_of_rate_zero hI (f := fun s => energy k F (r s) (v s))
    (fun t ht => ?_) hs ht
  have hr := h.velocity t ht
  have hv := h.newton t ht
  have h1 := (hasDerivAt_inv_length hr (h.away t ht)).const_mul k
  simp only [energy, length_sq, div_eq_mul_inv k]
  refine ((((hasDerivAt_dot hv hv).div_const 2).sub h1).sub
    (hasDerivAt_dot (hasDerivAt_const t F) hr)).congr_deriv ?_
  simp only [dotProduct, Fin.sum_univ_three, Pi.add_apply, Pi.smul_apply, Pi.zero_apply,
    smul_eq_mul]
  ring
```

For the angular momentum along the field,

(F·(r × v))′ = F·(v × v + r × v′) = F·(r × F) = 0.

```lean
/-- Along a Stark orbit on a time interval, `F·(r × v)`, the angular momentum component
along the field times the field strength, is constant. -/
theorem axial_angularMomentum_constant (h : IsStarkOrbit k F I r v) (hI : Convex ℝ I)
    {s t : ℝ} (hs : s ∈ I) (ht : t ∈ I) :
    F ⬝ᵥ (r s ⨯₃ v s) = F ⬝ᵥ (r t ⨯₃ v t) := by
  refine constant_of_rate_zero hI (f := fun s => F ⬝ᵥ (r s ⨯₃ v s)) (fun t ht => ?_) hs ht
  refine (hasDerivAt_dot (hasDerivAt_const t F)
    (hasDerivAt_cross (h.velocity t ht) (h.newton t ht))).congr_deriv ?_
  simp [cross_apply, dotProduct, Fin.sum_univ_three]
  ring
```

These constants enter a trajectory calculation for a Rydberg electron in hydrogen. With F = (0, 0, f) and f ≠ 0, the initial r and v give E, L = (r × v)_z and β, the Stark invariant divided by f. In the parabolic coordinate ξ = |r| + z, with conjugate momentum p, the motion separates as

2ξp² + L²/(2ξ) − Eξ − fξ²/2 = k − β,

and for L ≠ 0 every turning point of ξ satisfies this equation with p = 0. This separation is quoted, not derived here. In quantum mechanics β corresponds to the separation constant of the hydrogen Stark problem, for one non-relativistic electron and a fixed nucleus.

## A circular orbit displaced along F

Let r = (ρ cos ωt, ρ sin ωt, z) with constant z and ρ ≠ 0. Its distance from the nucleus is R = √(ρ² + z²). For k = ω²R³ and F = (0, 0, ω²z),

−k r/R³ + F = −ω² r + F = −ω² (ρ cos ωt, ρ sin ωt, 0) = r″.

So the orbit conditions hold at all times, with motion in a nonzero field when ω and z are nonzero.

```lean
/-- For `ρ ≠ 0` the curve `(ρ cos ωt, ρ sin ωt, z)`, with constant `z`, is a Stark orbit at all
times for `k = ω² (ρ² + z²)^(3/2)` and `F = (0, 0, ω² z)`. -/
theorem isStarkOrbit_witness (ρ z ω : ℝ) (hρ : ρ ≠ 0) :
    IsStarkOrbit (ω ^ 2 * √(ρ ^ 2 + z ^ 2) ^ 3) ![0, 0, ω ^ 2 * z] Set.univ
      (fun t => ![ρ * Real.cos (ω * t), ρ * Real.sin (ω * t), z])
      (fun t => ![-(ρ * ω * Real.sin (ω * t)), ρ * ω * Real.cos (ω * t), 0]) := by
  have hc : ∀ t, HasDerivAt (fun s => Real.cos (ω * s)) (-Real.sin (ω * t) * ω) t :=
    fun t => by simpa using ((hasDerivAt_id t).const_mul ω).cos
  have hs : ∀ t, HasDerivAt (fun s => Real.sin (ω * s)) (Real.cos (ω * t) * ω) t :=
    fun t => by simpa using ((hasDerivAt_id t).const_mul ω).sin
  refine ⟨fun t _ h => ?_, fun t _ => ?_, fun t _ => ?_⟩
  · have h0 : ρ * Real.cos (ω * t) = 0 := congrFun h 0
    have h1 : ρ * Real.sin (ω * t) = 0 := congrFun h 1
    refine hρ ((pow_eq_zero_iff two_ne_zero).1 ?_)
    linear_combination ρ * Real.cos (ω * t) * h0 + ρ * Real.sin (ω * t) * h1
      - ρ ^ 2 * Real.sin_sq_add_cos_sq (ω * t)
  · refine hasDerivAt_pi.2 fun i => ?_
    fin_cases i
    · exact ((hc t).const_mul ρ).congr_deriv (by simp; ring)
    · exact ((hs t).const_mul ρ).congr_deriv (by simp; ring)
    · exact hasDerivAt_const t z
  · -- the distance to the nucleus is constant, and the Coulomb force is `-ω² r`
    have hl : length ![ρ * Real.cos (ω * t), ρ * Real.sin (ω * t), z]
        = √(ρ ^ 2 + z ^ 2) := by
      unfold length
      congr 1
      simp [dotProduct, Fin.sum_univ_three]
      linear_combination ρ ^ 2 * Real.sin_sq_add_cos_sq (ω * t)
    have hp : √(ρ ^ 2 + z ^ 2) ≠ 0 := by positivity
    have hq : ω ^ 2 * √(ρ ^ 2 + z ^ 2) ^ 3 / √(ρ ^ 2 + z ^ 2) ^ 3 = ω ^ 2 :=
      mul_div_cancel_right₀ _ (pow_ne_zero 3 hp)
    rw [hl, hq]
    refine hasDerivAt_pi.2 fun i => ?_
    fin_cases i
    · exact ((hs t).const_mul (ρ * ω)).neg.congr_deriv (by simp; ring)
    · exact ((hc t).const_mul (ρ * ω)).congr_deriv (by simp; ring)
    · exact (hasDerivAt_const t (0 : ℝ)).congr_deriv (by simp)

end

end ClassicalStark
```

```lean
#print axioms ClassicalStark.starkInvariant_constant
#print axioms ClassicalStark.energy_constant
#print axioms ClassicalStark.axial_angularMomentum_constant
```

```
'ClassicalStark.starkInvariant_constant' depends on axioms: [propext, Classical.choice, Quot.sound]
'ClassicalStark.energy_constant' depends on axioms: [propext, Classical.choice, Quot.sound]
'ClassicalStark.axial_angularMomentum_constant' depends on axioms: [propext, Classical.choice, Quot.sound]
```
